# Two-band chiral chains are in the same chiral gapped phase exactly when a continuous path of nowhere-zero periodic symbols joins their symbols

Take a non-interacting, translation-invariant chain with two bands and lattice constant 1, in a basis where chiral symmetry is represented by the Pauli matrix σ_z, so that σ_z H(k) σ_z = −H(k). Its Bloch Hamiltonian has zero diagonal, upper-right entry q(k), called its symbol, and lower-left entry the complex conjugate of q(k). The theorem says that two such Hamiltonians are joined by a path of Hermitian, chiral, 2π-periodic 2×2 Bloch Hamiltonians with nonzero determinant at every k if and only if their symbols are joined by a path of nowhere-zero, 2π-periodic complex functions. Both paths are required to be jointly continuous in the path parameter and k, and the same σ_z represents chirality all along the path.

From a path of Hamiltonians the proof takes the upper-right entry: chirality makes the upper-left entry vanish, so a zero of the upper-right entry would make the determinant zero, which is excluded. From a path of symbols it builds the corresponding Bloch Hamiltonians and checks each condition.

An attempt in Lean 4 with a fault in it:

```lean
import Mathlib

open Matrix Topology

namespace ChiralChainIndicators

noncomputable section

/-- The Pauli matrix that represents the chiral (sublattice) symmetry. -/
def sigmaZ : Matrix (Fin 2) (Fin 2) ℂ := !![1, 0; 0, -1]

/-- The Bloch Hamiltonian of a two-band chiral chain with symbol `q`. -/
def bloch (q : ℝ → ℂ) (k : ℝ) : Matrix (Fin 2) (Fin 2) ℂ :=
  !![0, q k; star (q k), 0]

/-- A continuous family of nowhere-zero `2π`-periodic functions joins two symbols. -/
def JoinedSymbols (q₀ q₁ : ℝ → ℂ) : Prop :=
  ∃ F : unitInterval → ℝ → ℂ, Continuous (fun z : unitInterval × ℝ => F z.1 z.2) ∧
    (∀ s k, F s (k + 2 * Real.pi) = F s k) ∧ (∀ s k, F s k ≠ 0) ∧ F 0 = q₀ ∧ F 1 = q₁

/-- A continuous path of Hermitian, chiral, periodic Bloch Hamiltonians without zero-energy
states joins two chains. -/
def SameChiralPhase (H₀ H₁ : ℝ → Matrix (Fin 2) (Fin 2) ℂ) : Prop :=
  ∃ H : unitInterval → ℝ → Matrix (Fin 2) (Fin 2) ℂ,
    Continuous (fun z : unitInterval × ℝ => H z.1 z.2) ∧
    (∀ s k, (H s k).IsHermitian) ∧ (∀ s k, sigmaZ * H s k * sigmaZ = -H s k) ∧
    (∀ s k, H s (k + 2 * Real.pi) = H s k) ∧ (∀ s k, (H s k).det ≠ 0) ∧ H 0 = H₀ ∧ H 1 = H₁

/-- Two chiral chains are in the same chiral gapped phase exactly when their symbols are
joined by nowhere-zero periodic symbols. -/
theorem sameChiralPhase_iff_joined (q₀ q₁ : ℝ → ℂ) :
    SameChiralPhase (bloch q₀) (bloch q₁) ↔ JoinedSymbols q₀ q₁ := by
  constructor
  · rintro ⟨H, hc, -, hch, hp, hd, h0, h1⟩
    refine ⟨fun s k => H s k 0 1, hc.matrix_elem 0 1, fun s k => by simp only [hp],
      fun s k h => ?_, ?_, ?_⟩
    · -- chirality removes the diagonal entries
      have h00 : H s k 0 0 = -H s k 0 0 := by
        simpa [sigmaZ, Matrix.mul_apply, Fin.sum_univ_two] using
          congrFun (congrFun (hch s k) 0) 0
      have hz : H s k 0 0 = 0 := by linear_combination h00 / 2
      have h' : H s k 0 1 = 0 := h
      exact hd s k (by rw [Matrix.det_fin_two, hz, h']; ring)
    · funext k
      simp [h0, bloch]
    · funext k
      simp [h1, bloch]
  · rintro ⟨F, hc, hp, hne, h0, h1⟩
    refine ⟨fun s => bloch (F s), ?_, fun s k => ?_, fun s k => ?_,
      fun s k => by simp only [bloch, hp], fun s k => ?_, congrArg bloch h0, congrArg bloch h1⟩
    · apply continuous_matrix
      intro i j
      fin_cases i <;> fin_cases j
      · exact (continuous_const : Continuous fun _ : unitInterval × ℝ => (0 : ℂ))
      · exact hc
      · exact hc.star
      · exact (continuous_const : Continuous fun _ : unitInterval × ℝ => (0 : ℂ))
    · apply Matrix.IsHermitian.ext
      intro i j
      fin_cases i <;> fin_cases j <;> simp [bloch]
    · ext i j
      fin_cases i <;> fin_cases j <;>
        simp [sigmaZ, bloch, Matrix.mul_apply, Fin.sum_univ_two]
    · simp [bloch, Matrix.det_fin_two, hne s k]

end

end ChiralChainIndicators
```

Compiling this gives:

```
Main.lean:39:8: error: Type mismatch: After simplification, term
  congrFun (congrFun (hch s k) 0) 0
 has type
  (![1, 0] ᵥ* H s k) 0 = -H s k 0 0
but is expected to have type
  H s k 0 0 = -H s k 0 0
```

What went wrong. The error is in the step that reads off the upper-left entry of the chirality equation, to show that `H s k 0 0` equals its own negative. `simpa` was given `sigmaZ` to unfold together with `Matrix.mul_apply` to expand products. Once `sigmaZ` was an explicit matrix, `simp` rewrote its product with `H s k` by rows, leaving `(![1, 0] ᵥ* H s k) 0`. This is the right number, but it is an entry of a vector-matrix product, which `Matrix.mul_apply` does not match, so it was never reduced to `H s k 0 0`.

The repair changes the order. It names the entry equation `hentry` and, with `sigmaZ` still folded, uses `simp only` with `Matrix.mul_apply` and `Fin.sum_univ_two` to write both products as sums of entries. Only then does `simpa [sigmaZ]` put in the values 1, 0 and -1, and the sums collapse to the wanted equation. `Matrix.neg_apply` writes the right side entrywise too, but that side already had the wanted form in the message, so it is not what cures the error.

As a diff, the version that Lean accepts:

```diff
@@ -37,6 +37,7 @@
     · -- chirality removes the diagonal entries
       have h00 : H s k 0 0 = -H s k 0 0 := by
-        simpa [sigmaZ, Matrix.mul_apply, Fin.sum_univ_two] using
-          congrFun (congrFun (hch s k) 0) 0
+        have hentry := congrFun (congrFun (hch s k) 0) 0
+        simp only [Matrix.mul_apply, Fin.sum_univ_two, Matrix.neg_apply] at hentry
+        simpa [sigmaZ] using hentry
       have hz : H s k 0 0 = 0 := by linear_combination h00 / 2
       have h' : H s k 0 1 = 0 := h
```
